# Omitting an attractive exchange-correlation kernel never raises the static self-response of a stable system

**Q:** Take a single density mode. A static potential $v$ induces a density change $\delta n=\chi v$, which adds $K\,\delta n$ to the potential. With a bare response $\chi_0=-1$, what does an attractive part of $K$ do?

**A:** Since $\delta n=\chi_0(v+K\,\delta n)$, the positive number $R=-\chi$ obeys $R=1-KR$, so $R=1/(1+K)$. Let the repulsive part of the kernel be $V=1$ and the attractive exchange-correlation part $F=-1/2$. The full kernel gives $R=2/3$; omitting $F$ gives $R_0=1/2$. Attraction softens the restoring force $1+K$, and the response is its inverse.

**Q:** Numbers commute. In a real calculation $\chi_0$ and $K$ are matrices that need not. What is the general claim?

**A:** Write $X=-\chi_0$ and $R=-\chi$. The Dyson equation $\chi=\chi_0+\chi_0K\chi$ becomes $R=X-XKR$. Take two kernels $K_1,K_2$ with the same $X$, and let $D=K_2-K_1$ be positive semidefinite, so that $K_1$ is the more attractive one. If $X$ and $X^{-1}+K_1$ are positive definite, then $R_1-R_2$ is positive semidefinite. The file works with matrices over `𝕜`, which is $\mathbb R$ or $\mathbb C$, indexed by a finite set `n` of basis functions or grid points.

In Lean 4 with Mathlib:

```lean
import Mathlib

open scoped Matrix ComplexOrder

namespace StaticResponseKernel

noncomputable section

variable {𝕜 n : Type*} [RCLike 𝕜] [Fintype n] [DecidableEq n]
```

**Q:** Is the response simply defined as a convenient inverse?

**A:** No. `Dyson X K R` is the self-consistency equation itself.

```lean
/-- The Dyson equation `R = X - X K R` for the sign-reversed static response `R`, with
sign-reversed bare response `X` and interaction kernel `K`. -/
def Dyson (X K R : Matrix n n 𝕜) : Prop := R = X - X * K * R
```

The measured quantity is $v^\dagger Rv=-v^\dagger\chi v$. For a finite system with $v$ the position coordinate along a field, this is the static polarizability along that field in atomic units.

```lean
/-- The static self-response `v† R v`: the sign-reversed density response to a perturbation `v`,
measured along `v` itself. -/
def selfResponse (R : Matrix n n 𝕜) (v : n → 𝕜) : 𝕜 := star v ⬝ᵥ R *ᵥ v
```

**Q:** Then where does the inverse come from?

**A:** Multiply $R=X-XKR$ by $X^{-1}$ from the left. This gives $X^{-1}R=1-KR$, hence $(X^{-1}+K)R=1$ and $R=(X^{-1}+K)^{-1}$. Conversely, multiplying $(X^{-1}+K)R=1$ by $X$ returns $R+XKR=X$. In the code, `h1` and `h2` are these lines in each direction, and `noncomm_ring` rearranges products without commuting factors. Positive definiteness supplies the invertibility.

```lean
/-- For positive definite `X` and `X⁻¹ + K`, the Dyson equation has exactly one solution,
`R = (X⁻¹ + K)⁻¹`. -/
theorem dyson_iff {X K R : Matrix n n 𝕜} (hX : X.PosDef) (hS : (X⁻¹ + K).PosDef) :
    Dyson X K R ↔ R = (X⁻¹ + K)⁻¹ := by
  have uX := (Matrix.isUnit_iff_isUnit_det _).mp hX.isUnit
  have uS := (Matrix.isUnit_iff_isUnit_det _).mp hS.isUnit
  constructor
  · intro h
    unfold Dyson at h
    -- multiply the Dyson equation by the inverse bare response
    have h1 : X⁻¹ * R = 1 - K * R := by
      calc X⁻¹ * R = X⁻¹ * (X - X * K * R) := by rw [← h]
        _ = X⁻¹ * X - (X⁻¹ * X) * K * R := by noncomm_ring
        _ = 1 - K * R := by rw [Matrix.nonsing_inv_mul X uX, one_mul]
    have h2 : (X⁻¹ + K) * R = 1 := by
      rw [add_mul, h1, sub_add_cancel]
    exact (Matrix.inv_eq_right_inv h2).symm
  · intro h
    have h1 : (X⁻¹ + K) * R = 1 := by rw [h, Matrix.mul_nonsing_inv _ uS]
    have h2 : R + X * K * R = X := by
      calc R + X * K * R = (X * X⁻¹) * R + X * K * R := by
            rw [Matrix.mul_nonsing_inv X uX, one_mul]
        _ = X * ((X⁻¹ + K) * R) := by noncomm_ring
        _ = X := by rw [h1, mul_one]
    exact eq_sub_of_add_eq h2
```

**Q:** What does positive definiteness of $X^{-1}+K$ mean physically?

**A:** To second order, a density change $\delta n$ costs the energy $\tfrac12\,\delta n^\dagger(X^{-1}+K)\,\delta n$. The condition says that every nonzero density change in the chosen space costs energy, so the reference state is stable there. It is assumed for $K_1$ only, because

$$X^{-1}+K_2=(X^{-1}+K_1)+D$$

is a positive definite matrix plus a positive semidefinite one. That sum is the whole proof of the next theorem.

```lean
/-- If `X⁻¹ + K₁` is positive definite and `K₂ - K₁` is positive semidefinite, then
`X⁻¹ + K₂` is positive definite. -/
theorem stable_of_less_attractive {X K₁ K₂ : Matrix n n 𝕜} (hS : (X⁻¹ + K₁).PosDef)
    (hK : (K₂ - K₁).PosSemidef) : (X⁻¹ + K₂).PosDef := by
  have e : X⁻¹ + K₂ = (X⁻¹ + K₁) + (K₂ - K₁) := by abel
  rw [e]
  exact hS.add_posSemidef hK
```

**Q:** Now compare the two responses without commuting anything.

**A:** Let $S_i=X^{-1}+K_i$, so $R_i=S_i^{-1}$ and $S_2-S_1=D$. Then

$$R_1DR_2=R_1(S_2-S_1)R_2=R_1-R_2.$$

The long `rw` replaces both responses by inverses, expands the product and cancels each inverse against its matrix.

```lean
/-- Two responses built on the same positive definite `X`, with `X⁻¹ + K₁` and `X⁻¹ + K₂`
positive definite, differ by `R₁ (K₂ - K₁) R₂`. -/
theorem response_difference {X K₁ K₂ R₁ R₂ : Matrix n n 𝕜} (hX : X.PosDef)
    (h₁ : (X⁻¹ + K₁).PosDef) (h₂ : (X⁻¹ + K₂).PosDef)
    (d₁ : Dyson X K₁ R₁) (d₂ : Dyson X K₂ R₂) :
    R₁ - R₂ = R₁ * (K₂ - K₁) * R₂ := by
  have u₁ := (Matrix.isUnit_iff_isUnit_det _).mp h₁.isUnit
  have u₂ := (Matrix.isUnit_iff_isUnit_det _).mp h₂.isUnit
  have e : K₂ - K₁ = (X⁻¹ + K₂) - (X⁻¹ + K₁) := by abel
  rw [(dyson_iff hX h₁).1 d₁, (dyson_iff hX h₂).1 d₂, e, mul_sub, sub_mul,
    mul_assoc _ (X⁻¹ + K₂), Matrix.mul_nonsing_inv _ u₂, mul_one,
    Matrix.nonsing_inv_mul _ u₁, one_mul]
```

**Q:** But $R_1DR_2$ has different matrices on its two sides. Its sign is not visible.

**A:** Exchange the labels: $R_2-R_1=-R_2DR_1$, or $R_1=R_2+R_2DR_1$. Insert this for $R_1$ in $R_1DR_2$:

$$R_1-R_2=R_2DR_2+R_2D\,R_1\,DR_2.$$

Since $R_2$ and $D$ are Hermitian, the terms are $R_2DR_2^\dagger$ and $(R_2D)R_1(R_2D)^\dagger$. Each has the form $BPB^\dagger$ with $P$ positive semidefinite, so its expectation value in any $v$ is that of $P$ in $B^\dagger v$, which is nonnegative.

In the proof, `a` and `b` are the difference formula in both orders, `c` is the rearranged one, and `s` is the sum of two terms. The last line applies positivity to each.

```lean
/-- Let `X` and `X⁻¹ + K₁` be positive definite and `K₂ - K₁` positive semidefinite. Then the
sign-reversed static responses satisfy `R₁ ≥ R₂` as quadratic forms. -/
theorem response_antitone {X K₁ K₂ R₁ R₂ : Matrix n n 𝕜} (hX : X.PosDef)
    (hS : (X⁻¹ + K₁).PosDef) (hK : (K₂ - K₁).PosSemidef)
    (d₁ : Dyson X K₁ R₁) (d₂ : Dyson X K₂ R₂) : (R₁ - R₂).PosSemidef := by
  have hS₂ := stable_of_less_attractive hS hK
  have p₁ : R₁.PosSemidef := by
    rw [(dyson_iff hX hS).1 d₁]
    exact hS.inv.posSemidef
  have p₂ : R₂.PosSemidef := by
    rw [(dyson_iff hX hS₂).1 d₂]
    exact hS₂.inv.posSemidef
  have a := response_difference hX hS hS₂ d₁ d₂
  have b := response_difference hX hS₂ hS d₂ d₁
  have c : R₁ = R₂ + R₂ * (K₂ - K₁) * R₁ := by
    linear_combination (norm := noncomm_ring) -b
  -- insert the difference formula into itself: a sum of two congruences
  have s : R₁ - R₂ = R₂ * (K₂ - K₁) * R₂ᴴ
      + (R₂ * (K₂ - K₁)) * R₁ * (R₂ * (K₂ - K₁))ᴴ := by
    rw [Matrix.conjTranspose_mul, hK.isHermitian.eq, p₂.isHermitian.eq]
    calc R₁ - R₂ = R₁ * (K₂ - K₁) * R₂ := a
      _ = (R₂ + R₂ * (K₂ - K₁) * R₁) * (K₂ - K₁) * R₂ := by rw [← c]
      _ = _ := by noncomm_ring
  rw [s]
  exact (hK.mul_mul_conjTranspose_same R₂).add (p₁.mul_mul_conjTranspose_same _)
```

**Q:** You never assumed that the kernels are Hermitian.

**A:** It follows. `PosDef` and `PosSemidef` include Hermiticity, so $X^{-1}$ and $X^{-1}+K_1$ are Hermitian, hence $K_1$ is, and then $K_2=K_1+D$ is too.

**Q:** Where does exchange-correlation enter?

**A:** Let $V$ be the Hartree kernel, the Coulomb repulsion between density changes, and $F$ the exchange-correlation kernel. Set $K_1=V+F$ and $K_2=V$, so $D=-F$. "Attractive" means that $-F$ is positive semidefinite: $F$ lowers, or leaves unchanged, the second-order energy of every density change. The proof evaluates the matrix inequality at $v$ and separates the two terms. Over $\mathbb C$, the `≤` also says that the two values have equal imaginary parts; here both are real.

```lean
/-- Let `X` and `X⁻¹ + V + F` be positive definite and the exchange-correlation kernel `F`
attractive (`-F` positive semidefinite). Omitting `F` and keeping only `V` never increases
a static self-response. -/
theorem selfResponse_le_of_omitted_kernel {X V F R R₀ : Matrix n n 𝕜} (hX : X.PosDef)
    (hS : (X⁻¹ + (V + F)).PosDef) (hF : (-F).PosSemidef)
    (d : Dyson X (V + F) R) (d₀ : Dyson X V R₀) (v : n → 𝕜) :
    selfResponse R₀ v ≤ selfResponse R v := by
  have e : V - (V + F) = -F := by abel
  have h := (response_antitone hX hS (e ▸ hF) d d₀).dotProduct_mulVec_nonneg v
  rw [Matrix.sub_mulVec, dotProduct_sub] at h
  exact sub_nonneg.mp h
```

**Q:** Does this tell me something about an RPA calculation?

**A:** In linear-response density-functional theory with a finite basis and a static kernel, RPA self-responses, computed with $V$ alone, lie at or below those with an attractive exchange-correlation kernel added, provided that both use the same $\chi_0$ and the full kernel is stable. If omitting exchange-correlation also changes the ground-state orbitals, $X$ changes and the theorem makes no comparison.

**Q:** "At or below" leaves room for equality. When does it occur?

**A:** Exactly when $DR_2v=0$: the extra attraction does not act on the density induced with $K_2$, which is $-R_2v$. For a positive semidefinite matrix, $v^\dagger(R_1-R_2)v=0$ is equivalent to $(R_1-R_2)v=0$. By the difference formula this reads $R_1DR_2v=0$, and multiplying by $X^{-1}+K_1$ removes $R_1$. The code follows this route: `e` rewrites equality as a vanishing quadratic form, `f` regroups the product, and `g` removes $R_1$.

```lean
/-- Let `X` and `X⁻¹ + K₁` be positive definite and `K₂ - K₁` positive semidefinite. The two
self-responses to `v` agree exactly when `K₂ - K₁` annihilates `R₂ v`, the sign-reversed density
induced with `K₂`. -/
theorem selfResponse_eq_iff {X K₁ K₂ R₁ R₂ : Matrix n n 𝕜} (hX : X.PosDef)
    (hS : (X⁻¹ + K₁).PosDef) (hK : (K₂ - K₁).PosSemidef)
    (d₁ : Dyson X K₁ R₁) (d₂ : Dyson X K₂ R₂) (v : n → 𝕜) :
    selfResponse R₁ v = selfResponse R₂ v ↔ (K₂ - K₁) *ᵥ (R₂ *ᵥ v) = 0 := by
  have hP := response_antitone hX hS hK d₁ d₂
  have u₁ := (Matrix.isUnit_iff_isUnit_det _).mp hS.isUnit
  have e : selfResponse R₁ v = selfResponse R₂ v ↔ star v ⬝ᵥ (R₁ - R₂) *ᵥ v = 0 := by
    simp only [selfResponse, Matrix.sub_mulVec, dotProduct_sub, sub_eq_zero]
  have f : (R₁ * (K₂ - K₁) * R₂) *ᵥ v = R₁ *ᵥ ((K₂ - K₁) *ᵥ (R₂ *ᵥ v)) := by
    simp only [Matrix.mulVec_mulVec, mul_assoc]
  rw [e, hP.dotProduct_mulVec_zero_iff,
    response_difference hX hS (stable_of_less_attractive hS hK) d₁ d₂, f]
  constructor
  · intro h
    -- the response R₁ is invertible, so it can be stripped off
    have g := congrArg (fun w => (X⁻¹ + K₁) *ᵥ w) h
    simpa only [(dyson_iff hX hS).1 d₁, Matrix.mulVec_mulVec, ← mul_assoc,
      Matrix.mul_nonsing_inv _ u₁, one_mul, Matrix.mulVec_zero] using g
  · intro h
    rw [h, Matrix.mulVec_zero]
```

**Q:** Suppose the full kernel is unstable, but the Dyson equation still has a solution. Does the ordering survive?

**A:** Not in general. With $X=1$, $K_1=-2$ and $K_2=0$, the solutions are $R_1=-1$ and $R_2=1$. Here $D=2$ is positive, yet $R_1-R_2=-2$. So invertibility of $X^{-1}+K_1$ would not be enough, even with $X^{-1}+K_2$ positive definite. The proof checks the matrix entries and tests the final difference on the vector $1$.

```lean
/-- A one-dimensional example with `X = 1`, `K₁ = -2`, `K₂ = 0`, where `X⁻¹ + K₁` is negative:
`K₂ - K₁` is positive semidefinite, but `R₁ - R₂` is not. -/
theorem ordering_fails_without_stability :
    Dyson (1 : Matrix (Fin 1) (Fin 1) ℝ) !![-2] !![-1] ∧
    Dyson (1 : Matrix (Fin 1) (Fin 1) ℝ) !![0] !![1] ∧
    (!![0] - !![-2] : Matrix (Fin 1) (Fin 1) ℝ).PosSemidef ∧
    ¬ (!![-1] - !![1] : Matrix (Fin 1) (Fin 1) ℝ).PosSemidef := by
  refine ⟨?_, ?_, ?_, ?_⟩
  · unfold Dyson
    ext i j
    fin_cases i; fin_cases j
    norm_num [Matrix.mul_apply]
  · unfold Dyson
    ext i j
    fin_cases i; fin_cases j
    norm_num [Matrix.mul_apply]
  · have e : (!![0] - !![-2] : Matrix (Fin 1) (Fin 1) ℝ) = 1 + 1 := by
      ext i j
      fin_cases i; fin_cases j
      norm_num
    rw [e]
    exact Matrix.PosSemidef.one.add Matrix.PosSemidef.one
  · intro h
    have g := h.dotProduct_mulVec_nonneg ![1]
    norm_num [Matrix.mulVec, dotProduct] at g
```

**Q:** Is there a stable example in which the sites are coupled?

**A:** Take two sites that exchange electrons with a reservoir, so that a uniform potential can change their total charge. Let $X=1$ and $K_2=1$, and let $K_1$ be the projector onto $(1,-1)/\sqrt2$. Then $D$ is the projector onto $(1,1)/\sqrt2$. For the normalised symmetric potential the self-responses are $1$ with $K_1$ and $1/2$ with $K_2$; for the normalised antisymmetric one both are $1/2$, as the equality condition predicts. The theorem verifies the hypotheses and both Dyson solutions. It obtains positivity by writing each projector $P$ as $P^\dagger P$, and checks the equations entry by entry.

```lean
/-- A two-site instance of the hypotheses of `response_antitone`, with `X = 1`, `K₂ = 1` and
a kernel `K₁` that couples the sites. -/
theorem response_antitone_witness :
    (1 : Matrix (Fin 2) (Fin 2) ℝ).PosDef ∧
    ((1 : Matrix (Fin 2) (Fin 2) ℝ)⁻¹ + !![1/2, -1/2; -1/2, 1/2]).PosDef ∧
    ((1 : Matrix (Fin 2) (Fin 2) ℝ) - !![1/2, -1/2; -1/2, 1/2]).PosSemidef ∧
    Dyson (1 : Matrix (Fin 2) (Fin 2) ℝ) !![1/2, -1/2; -1/2, 1/2] !![3/4, 1/4; 1/4, 3/4] ∧
    Dyson (1 : Matrix (Fin 2) (Fin 2) ℝ) 1 !![1/2, 0; 0, 1/2] := by
  refine ⟨Matrix.PosDef.one, ?_, ?_, ?_, ?_⟩
  · -- the kernel is a projector, hence positive semidefinite
    have e : (!![1/2, -1/2; -1/2, 1/2] : Matrix (Fin 2) (Fin 2) ℝ)
        = !![1/2, -1/2; -1/2, 1/2]ᴴ * !![1/2, -1/2; -1/2, 1/2] := by
      ext i j
      fin_cases i <;> fin_cases j <;> norm_num [Matrix.mul_apply, Fin.sum_univ_succ]
    rw [inv_one, e]
    exact Matrix.PosDef.one.add_posSemidef (Matrix.posSemidef_conjTranspose_mul_self _)
  · have e : (1 : Matrix (Fin 2) (Fin 2) ℝ) - !![1/2, -1/2; -1/2, 1/2]
        = !![1/2, 1/2; 1/2, 1/2]ᴴ * !![1/2, 1/2; 1/2, 1/2] := by
      ext i j
      fin_cases i <;> fin_cases j <;> norm_num [Matrix.mul_apply, Fin.sum_univ_succ]
    rw [e]
    exact Matrix.posSemidef_conjTranspose_mul_self _
  · unfold Dyson
    ext i j
    fin_cases i <;> fin_cases j <;> norm_num [Matrix.mul_apply, Fin.sum_univ_succ]
  · unfold Dyson
    ext i j
    fin_cases i <;> fin_cases j <;> norm_num [Matrix.mul_apply, Fin.sum_univ_succ]

end

end StaticResponseKernel
```

```lean
#print axioms StaticResponseKernel.selfResponse_le_of_omitted_kernel
#print axioms StaticResponseKernel.selfResponse_eq_iff
#print axioms StaticResponseKernel.ordering_fails_without_stability
```

```
'StaticResponseKernel.selfResponse_le_of_omitted_kernel' depends on axioms: [propext, Classical.choice, Quot.sound]
'StaticResponseKernel.selfResponse_eq_iff' depends on axioms: [propext, Classical.choice, Quot.sound]
'StaticResponseKernel.ordering_fails_without_stability' depends on axioms: [propext, Classical.choice, Quot.sound]
```

**Q:** My remaining doubt is $X$. At fixed particle number, a constant potential induces no density, so $\chi_0$ has a zero mode.

**A:** Then the theorem applies after that mode has been removed, for instance by leaving out the $\mathbf G=0$ component for a periodic insulator. Positive definiteness of $X$ means that every nonzero potential $v$ in the retained space has a positive bare self-response $v^\dagger Xv$. Any further null direction must go as well.

The attraction of $F$ is likewise a hypothesis. A kernel that attracts for some density changes and repels for others does not satisfy it. Frequency-dependent kernels and infinite-dimensional operators are not treated, and neither is the construction of $\chi_0$ from orbitals, pseudopotentials or PAW augmentation.

**Q:** Can the same argument say how much response is lost?

**A:** It gives a lower bound. Discard the second positive semidefinite term in the expansion of $R_1-R_2$, and set $D=-F$:

$$v^\dagger Rv-v^\dagger R_0v\;\ge\;(R_0v)^\dagger(-F)(R_0v).$$

The right-hand side needs only the density response computed without $F$, and the kernel $F$ itself. This bound is a consequence drawn here by hand, with no theorem of its own in the file.
